# Parity rules for the fcc and bcc lattices, and their reciprocity

Suppose a program builds a face-centred cubic crystal from the three vectors $(1,1,0)$, $(1,-1,0)$ and $(0,0,2)$, with lengths in units of half the cubic cell edge. Each vector joins two fcc sites, and every site generated has an even coordinate sum, as an fcc site should. Yet half the crystal is missing: the third coordinate is always even, so the site $(0,1,1)$ never appears. A parity test that every generated site passes does not show that every site passing the test is generated. For the usual primitive vectors of fcc and bcc both directions hold, and the parity test then describes the lattice completely.

## Two lattices in one set of units

Let $\ell$ be the edge of the conventional cubic cell, and measure lengths in units of $\ell/2$. Corners, face centres and body centres of the cubes then all have integer coordinates, and a lattice vector is an integer triple $x=(x_0,x_1,x_2)$. The indices start at zero to agree with the Lean code.

The face-centred cubic (fcc) lattice consists of all integer combinations of
$$(0,1,1),\quad (1,0,1),\quad (1,1,0),$$
which lead from a cube corner to the centres of three adjacent faces. The body-centred cubic (bcc) lattice consists of all integer combinations of
$$(-1,1,1),\quad (1,-1,1),\quad (1,1,-1),$$
which lead from a corner to the centres of three of the cubes that meet there.

A wavevector $G=(G_0,G_1,G_2)$, measured in units of $2/\ell$, is reciprocal to a lattice if the plane wave $e^{iG\cdot R}$ equals 1 at every lattice vector $R$. Equivalently, $G\cdot R$ is an integer multiple of $2\pi$ for every such $R$.

## What is claimed, and how Lean says it

There are five final theorems.

- `mem_fcc_iff_even_sum`: an integer triple lies in the fcc lattice if and only if $x_0+x_1+x_2$ is even.
- `mem_bcc_iff_same_parity`: an integer triple lies in the bcc lattice if and only if its entries are all even or all odd.
- `primitive_cell_volumes`: the determinants of the two sets of primitive vectors are 2 and 4.
- `reciprocal_fcc_iff`: a real wavevector is reciprocal to fcc if and only if it is $\pi$ times a bcc vector.
- `reciprocal_bcc_iff`: a real wavevector is reciprocal to bcc if and only if it is $\pi$ times an fcc vector.

In Lean an integer triple has type `Fin 3 → ℤ`, and `x 0`, `x 1`, `x 2` are its Cartesian coordinates. The lattices `fcc` and `bcc` are defined as spans over `ℤ`, so the parity rules are theorems and not definitions. A wavevector has type `Fin 3 → ℝ`: its components may be any real numbers, and their restriction to multiples of $\pi$ is a conclusion. The predicate `IsReciprocal` is the phase condition with the factor $2\pi$ written out, the convention of solid-state physics; crystallographers often leave the factor out.

The theorems concern ideal, infinite Bravais lattices with exact cubic geometry. They say nothing about a basis of several atoms per lattice point, about strain or about finite samples.

## Solving for the coefficients

An fcc vector with integer coefficients $a,b,c$ is
$$x=a(0,1,1)+b(1,0,1)+c(1,1,0)=(b+c,\;a+c,\;a+b).$$
Its coordinate sum is $2(a+b+c)$, which is even. Conversely, let the sum of an integer triple be even and put $s=(x_0+x_1+x_2)/2$, an integer. Take
$$a=s-x_0,\qquad b=s-x_1,\qquad c=s-x_2.$$
Then $b+c=2s-x_1-x_2=x_0$, and the other two coordinates come out in the same way. Every triple with even sum is therefore reached.

A bcc vector with coefficients $a,b,c$ is
$$x=(-a+b+c,\;a-b+c,\;a+b-c).$$
Changing the sign of an integer does not change its parity, so each coordinate has the parity of $a+b+c$, and all three agree. Conversely, if the entries of a triple have equal parity, the sum of any two is even, and
$$a=\frac{x_1+x_2}{2},\qquad b=\frac{x_0+x_2}{2},\qquad c=\frac{x_0+x_1}{2}$$
are integers. Substitution gives $-a+b+c=(-x_1-x_2+x_0+x_2+x_0+x_1)/2=x_0$, and likewise for the other coordinates.

The determinants follow by expansion along the first row:
$$\begin{vmatrix}0&1&1\\1&0&1\\1&1&0\end{vmatrix}=0+1+1=2,\qquad
\begin{vmatrix}-1&1&1\\1&-1&1\\1&1&-1\end{vmatrix}=0+2+2=4.$$
These are the primitive cell volumes in units of $(\ell/2)^3$. The cubic cell has volume 8 in the same units, so it contains four fcc lattice points or two bcc lattice points.

## From the phase condition to the other lattice

Let $G$ be reciprocal to fcc. Testing it on the three primitive vectors gives integers $p,q,r$ with
$$G_1+G_2=2\pi p,\qquad G_0+G_2=2\pi q,\qquad G_0+G_1=2\pi r.$$
Adding the last two equations, subtracting the first and halving gives $G_0$; the other components follow in the same way:
$$G=\pi(-p+q+r,\;p-q+r,\;p+q-r).$$
This is $\pi$ times the bcc vector with coefficients $p,q,r$.

Let $G$ be reciprocal to bcc instead. The three tests read
$$-G_0+G_1+G_2=2\pi p,\qquad G_0-G_1+G_2=2\pi q,\qquad G_0+G_1-G_2=2\pi r.$$
Adding them in pairs and halving gives $G=\pi(q+r,\;p+r,\;p+q)$, which is $\pi$ times an fcc vector.

For the converse, one identity serves both cases. The scalar product of the fcc vector with coefficients $a,b,c$ and the bcc vector with coefficients $p,q,r$ is
$$(b+c)(-p+q+r)+(a+c)(p-q+r)+(a+b)(p+q-r)=2(ap+bq+cr).$$
Multiplied by $\pi$, this is $2\pi$ times an integer, so the phase condition holds for every lattice vector and not only for the three that were tested.

## Selecting plane waves for an fcc crystal

In ordinary units the wavevector is $K=(2/\ell)G$. For fcc, $G=\pi g$ with $g$ a bcc vector, so $K=(2\pi/\ell)\,g$, where the entries of $g$ are all even or all odd. This is the familiar rule of unmixed indices for reflections from an fcc lattice. For bcc the corresponding rule is that the index sum is even.

In a plane-wave electronic-structure calculation for an ideal, infinite fcc crystal, these $K$ are the wavevectors in the Fourier series of any lattice-periodic function, such as the crystal potential. A code that works with cubic indices can loop over integer triples $g$, keep those of equal parity and discard those above the energy cutoff. If it stores coefficients on a grid belonging to the primitive cell spanned by the three fcc vectors above, they are labelled by the integers
$$p=\frac{g_1+g_2}{2},\qquad q=\frac{g_0+g_2}{2},\qquad r=\frac{g_0+g_1}{2}.$$
The index $g=(2,0,0)$, for example, becomes $(p,q,r)=(0,1,1)$. The divisions are exact for every triple that passed the parity test.

## The Lean file

```lean
import Mathlib

open scoped Real

namespace CubicLatticeDuality

/-- The three primitive vectors of the face-centred cubic lattice, in units of half the
conventional cell edge. -/
def fccBasis : Fin 3 → (Fin 3 → ℤ) := ![![0, 1, 1], ![1, 0, 1], ![1, 1, 0]]

/-- The three primitive vectors of the body-centred cubic lattice, in units of half the
conventional cell edge. -/
def bccBasis : Fin 3 → (Fin 3 → ℤ) := ![![-1, 1, 1], ![1, -1, 1], ![1, 1, -1]]

/-- The face-centred cubic lattice: all integer combinations of its primitive vectors. -/
def fcc : Submodule ℤ (Fin 3 → ℤ) := Submodule.span ℤ (Set.range fccBasis)

/-- The body-centred cubic lattice: all integer combinations of its primitive vectors. -/
def bcc : Submodule ℤ (Fin 3 → ℤ) := Submodule.span ℤ (Set.range bccBasis)

/-- A wavevector `G` is reciprocal to the lattice `L` if `G · R` is an integer multiple of `2π`
for every lattice vector `R`. -/
def IsReciprocal (L : Submodule ℤ (Fin 3 → ℤ)) (G : Fin 3 → ℝ) : Prop :=
  ∀ R ∈ L, ∃ n : ℤ, ∑ i, G i * (R i : ℝ) = 2 * π * n

/-- A property holds for all three Cartesian axes if and only if it holds for each in turn. -/
private lemma forall_axes (P : Fin 3 → Prop) : (∀ i, P i) ↔ P 0 ∧ P 1 ∧ P 2 := by
  constructor
  · intro h
    exact ⟨h 0, h 1, h 2⟩
  · rintro ⟨h0, h1, h2⟩ i
    fin_cases i
    exacts [h0, h1, h2]

/-- The Cartesian coordinates of fcc lattice vectors in terms of three integer coefficients. -/
theorem mem_fcc_iff_coords (x : Fin 3 → ℤ) :
    x ∈ fcc ↔ ∃ a b c : ℤ, x 0 = b + c ∧ x 1 = a + c ∧ x 2 = a + b := by
  unfold fcc
  rw [Submodule.mem_span_range_iff_exists_fun]
  constructor
  · rintro ⟨c, rfl⟩
    refine ⟨c 0, c 1, c 2, ?_, ?_, ?_⟩ <;> simp [fccBasis, Fin.sum_univ_three]
  · rintro ⟨a, b, c, h0, h1, h2⟩
    refine ⟨![a, b, c], ?_⟩
    ext i
    fin_cases i <;> simp [fccBasis, Fin.sum_univ_three, h0, h1, h2]

/-- The Cartesian coordinates of bcc lattice vectors in terms of three integer coefficients. -/
theorem mem_bcc_iff_coords (x : Fin 3 → ℤ) :
    x ∈ bcc ↔ ∃ a b c : ℤ, x 0 = -a + b + c ∧ x 1 = a - b + c ∧ x 2 = a + b - c := by
  unfold bcc
  rw [Submodule.mem_span_range_iff_exists_fun]
  constructor
  · rintro ⟨c, rfl⟩
    refine ⟨c 0, c 1, c 2, ?_, ?_, ?_⟩ <;> simp [bccBasis, Fin.sum_univ_three] <;> ring
  · rintro ⟨a, b, c, h0, h1, h2⟩
    refine ⟨![a, b, c], ?_⟩
    ext i
    fin_cases i <;> simp [bccBasis, Fin.sum_univ_three, h0, h1, h2] <;> ring

/-- The fcc lattice consists exactly of the integer triples with even sum. -/
theorem mem_fcc_iff_even_sum (x : Fin 3 → ℤ) : x ∈ fcc ↔ Even (x 0 + x 1 + x 2) := by
  rw [mem_fcc_iff_coords, Int.even_iff]
  constructor
  · rintro ⟨a, b, c, h0, h1, h2⟩
    omega
  · intro h
    -- each coefficient is half the coordinate sum minus one coordinate
    refine ⟨(x 0 + x 1 + x 2) / 2 - x 0, (x 0 + x 1 + x 2) / 2 - x 1,
      (x 0 + x 1 + x 2) / 2 - x 2, ?_, ?_, ?_⟩ <;> omega

/-- The bcc lattice consists exactly of the integer triples whose entries are all even or
all odd. -/
theorem mem_bcc_iff_same_parity (x : Fin 3 → ℤ) :
    x ∈ bcc ↔ (∀ i, Even (x i)) ∨ (∀ i, Odd (x i)) := by
  rw [mem_bcc_iff_coords]
  simp only [forall_axes, Int.even_iff, Int.odd_iff]
  constructor
  · rintro ⟨a, b, c, h0, h1, h2⟩
    omega
  · intro h
    -- each coefficient is half the sum of two coordinates
    refine ⟨(x 1 + x 2) / 2, (x 0 + x 2) / 2, (x 0 + x 1) / 2, ?_, ?_, ?_⟩ <;> omega

/-- The determinants of the primitive vectors are 2 for fcc and 4 for bcc. -/
theorem primitive_cell_volumes :
    (Matrix.of fccBasis).det = 2 ∧ (Matrix.of bccBasis).det = 4 := by
  constructor
  · rw [Matrix.det_fin_three]
    rfl
  · rw [Matrix.det_fin_three]
    rfl

/-- The wavevectors reciprocal to the fcc lattice are exactly `π` times the bcc lattice
vectors. -/
theorem reciprocal_fcc_iff (G : Fin 3 → ℝ) :
    IsReciprocal fcc G ↔ ∃ g ∈ bcc, ∀ i, G i = π * (g i : ℝ) := by
  constructor
  · intro h
    -- test the phase condition on the three primitive vectors
    obtain ⟨p, hp⟩ := h (fccBasis 0) (Submodule.subset_span (Set.mem_range_self 0))
    obtain ⟨q, hq⟩ := h (fccBasis 1) (Submodule.subset_span (Set.mem_range_self 1))
    obtain ⟨r, hr⟩ := h (fccBasis 2) (Submodule.subset_span (Set.mem_range_self 2))
    simp [fccBasis, Fin.sum_univ_three] at hp hq hr
    refine ⟨![-p + q + r, p - q + r, p + q - r],
      (mem_bcc_iff_coords _).2 ⟨p, q, r, rfl, rfl, rfl⟩, ?_⟩
    refine (forall_axes _).2 ⟨?_, ?_, ?_⟩ <;> simp <;> linarith
  · rintro ⟨g, hg, hG⟩ R hR
    obtain ⟨p, q, r, g0, g1, g2⟩ := (mem_bcc_iff_coords g).1 hg
    obtain ⟨a, b, c, r0, r1, r2⟩ := (mem_fcc_iff_coords R).1 hR
    refine ⟨a * p + b * q + c * r, ?_⟩
    simp only [Fin.sum_univ_three, hG, g0, g1, g2, r0, r1, r2]
    push_cast
    ring

/-- The wavevectors reciprocal to the bcc lattice are exactly `π` times the fcc lattice
vectors. -/
theorem reciprocal_bcc_iff (G : Fin 3 → ℝ) :
    IsReciprocal bcc G ↔ ∃ g ∈ fcc, ∀ i, G i = π * (g i : ℝ) := by
  constructor
  · intro h
    -- test the phase condition on the three primitive vectors
    obtain ⟨p, hp⟩ := h (bccBasis 0) (Submodule.subset_span (Set.mem_range_self 0))
    obtain ⟨q, hq⟩ := h (bccBasis 1) (Submodule.subset_span (Set.mem_range_self 1))
    obtain ⟨r, hr⟩ := h (bccBasis 2) (Submodule.subset_span (Set.mem_range_self 2))
    simp [bccBasis, Fin.sum_univ_three] at hp hq hr
    refine ⟨![q + r, p + r, p + q],
      (mem_fcc_iff_coords _).2 ⟨p, q, r, rfl, rfl, rfl⟩, ?_⟩
    refine (forall_axes _).2 ⟨?_, ?_, ?_⟩ <;> simp <;> linarith
  · rintro ⟨g, hg, hG⟩ R hR
    obtain ⟨p, q, r, g0, g1, g2⟩ := (mem_fcc_iff_coords g).1 hg
    obtain ⟨a, b, c, r0, r1, r2⟩ := (mem_bcc_iff_coords R).1 hR
    refine ⟨a * p + b * q + c * r, ?_⟩
    simp only [Fin.sum_univ_three, hG, g0, g1, g2, r0, r1, r2]
    push_cast
    ring

end CubicLatticeDuality
```

```lean
#print axioms CubicLatticeDuality.mem_bcc_iff_same_parity
#print axioms CubicLatticeDuality.primitive_cell_volumes
#print axioms CubicLatticeDuality.reciprocal_fcc_iff
#print axioms CubicLatticeDuality.reciprocal_bcc_iff
```

```
'CubicLatticeDuality.mem_bcc_iff_same_parity' depends on axioms: [propext, Classical.choice, Quot.sound]
'CubicLatticeDuality.primitive_cell_volumes' depends on axioms: [propext, Classical.choice, Quot.sound]
'CubicLatticeDuality.reciprocal_fcc_iff' depends on axioms: [propext, Classical.choice, Quot.sound]
'CubicLatticeDuality.reciprocal_bcc_iff' depends on axioms: [propext, Classical.choice, Quot.sound]
```

## How the proof follows the algebra

The two lemmas `mem_fcc_iff_coords` and `mem_bcc_iff_coords` turn membership in a span into three coordinate equations. Mathlib's `Submodule.mem_span_range_iff_exists_fun` says that an element of the span is a sum of the generators with some family of coefficients. The simplifier then writes out the sum over three generators, and for bcc `ring` tidies the signs. The parity theorems and the reciprocity theorems all rely on these lemmas.

In the parity theorems, evenness and oddness are first rewritten as remainders modulo 2. For bcc, `forall_axes` also replaces a statement about all axes by three separate ones. The tactic `omega`, which handles linear arithmetic over the integers, then proves that lattice vectors satisfy the parity condition. In the other direction the proof supplies the coefficients found above, and `omega` checks the coordinate equations. The symbol `/` here is integer division, which rounds, and the parity hypothesis is what makes each halving exact.

The determinant theorem expands each $3\times3$ determinant with `Matrix.det_fin_three` and evaluates the resulting integers.

Each reciprocity theorem begins by applying the phase condition to the three primitive vectors. They belong to the lattice by `Submodule.subset_span`, and the resulting equations `hp`, `hq` and `hr` are the three tests written above. The proof names the candidate vector of the other lattice, shows its membership through the coordinate lemma, and leaves the solution of the linear system to `linarith`. For the converse, both vectors are written in coordinates and the integer `a * p + b * q + c * r` is supplied. After `push_cast` has moved the integer expressions into the reals, `ring` verifies the scalar-product identity.

The parity theorems play no part in the reciprocity proofs, which need only the coefficients. The index rule for fcc reflections comes from putting `reciprocal_fcc_iff` and `mem_bcc_iff_same_parity` together.

## The centred square lattice

The same argument works in the plane, although the file treats only three dimensions. The integer combinations of $(1,1)$ and $(1,-1)$ are the pairs $(a+b,\;a-b)$, whose sum $2a$ is even. Conversely, a pair with even sum has the integer coefficients $a=(x_0+x_1)/2$ and $b=(x_0-x_1)/2$.

Testing a wavevector on the two primitive vectors gives $G_0+G_1=2\pi p$ and $G_0-G_1=2\pi q$, hence $G=\pi(p+q,\;p-q)$. The scalar product of $(a+b,\,a-b)$ and $(p+q,\,p-q)$ is $2(ap+bq)$, so all these wavevectors are reciprocal. In two dimensions the centred lattice is thus its own partner up to the factor $\pi$, whereas in three dimensions face centring and body centring change places.
